# Charge Fluctuations in a Ground State: A Sharp Bound from the Gap between Two Blocks

A bound on the weight of the charge fluctuations in a ground state limits the error that discarding them causes in the expectation values of bounded observables that do not couple them to the retained states. If the charge-fluctuation block lies at least U > 0 above the energy of some normalised state of the retained block, that weight is at most ‖B‖²/(U² + ‖B‖²), where B couples the two blocks.

In Lean 4 with Mathlib:

```lean
import Mathlib

open scoped InnerProductSpace ComplexConjugate

namespace StrongCouplingChargeFluctuations

noncomputable section

variable {V W : Type*} [NormedAddCommGroup V] [InnerProductSpace ℂ V]
  [NormedAddCommGroup W] [InnerProductSpace ℂ W]

/-- Real part of `⟨ψ, Hψ⟩` for the block Hamiltonian `H = [[A, B], [B†, D]]` and the vector
`ψ = (x, y)`, not divided by `‖ψ‖²`. -/
def energy (A : V →ₗ[ℂ] V) (B : W →L[ℂ] V) (D : W →ₗ[ℂ] W) (x : V) (y : W) : ℝ :=
  (⟪x, A x⟫_ℂ).re + 2 * (⟪x, B y⟫_ℂ).re + (⟪y, D y⟫_ℂ).re

/-- A ground state is a normalised pair `(x, y)` whose energy is a lower bound for the
Rayleigh quotient of every state. -/
structure IsGroundState (A : V →ₗ[ℂ] V) (B : W →L[ℂ] V) (D : W →ₗ[ℂ] W)
    (x : V) (y : W) : Prop where
  normalized : ‖x‖ ^ 2 + ‖y‖ ^ 2 = 1
  minimal : ∀ u v, energy A B D x y * (‖u‖ ^ 2 + ‖v‖ ^ 2) ≤ energy A B D u v

variable {A : V →ₗ[ℂ] V} {B : W →L[ℂ] V} {D : W →ₗ[ℂ] W} {x φ : V} {y : W} {a U : ℝ}

/-- The ground state is stationary under rescaling of its second component: this is the real part of
the second block's Schrödinger equation, projected on `y`. -/
theorem stationarity (h : IsGroundState A B D x y) :
    (⟪x, B y⟫_ℂ).re + (⟪y, D y⟫_ℂ).re = energy A B D x y * ‖y‖ ^ 2 := by
  have hn := h.normalized
  have hq : ∀ s : ℝ, 0 ≤ ((⟪y, D y⟫_ℂ).re - energy A B D x y * ‖y‖ ^ 2) * (s * s)
      + (2 * ((⟪x, B y⟫_ℂ).re + (⟪y, D y⟫_ℂ).re - energy A B D x y * ‖y‖ ^ 2)) * s + 0 := by
    intro s
    -- trial state with second component (1 + s) y
    have hm := h.minimal x (((1 + s : ℝ) : ℂ) • y)
    have h1 : ‖((1 + s : ℝ) : ℂ) • y‖ ^ 2 = (1 + s) ^ 2 * ‖y‖ ^ 2 := by
      rw [norm_smul, mul_pow, Complex.norm_real, Real.norm_eq_abs, sq_abs]
    have h2 : energy A B D x (((1 + s : ℝ) : ℂ) • y) = (⟪x, A x⟫_ℂ).re
        + 2 * ((1 + s) * (⟪x, B y⟫_ℂ).re) + (1 + s) * ((1 + s) * (⟪y, D y⟫_ℂ).re) := by
      simp only [energy, map_smul, inner_smul_left, inner_smul_right, Complex.conj_ofReal,
        Complex.re_ofReal_mul]
    rw [h1, h2] at hm
    have h3 : energy A B D x y * (‖x‖ ^ 2 + ‖y‖ ^ 2)
        = (⟪x, A x⟫_ℂ).re + 2 * (⟪x, B y⟫_ℂ).re + (⟪y, D y⟫_ℂ).re := by
      rw [hn, mul_one, energy]
    linarith
  -- a nonnegative parabola through the origin has no linear term
  have hd := discrim_le_zero hq
  unfold discrim at hd
  have h0 : ((⟪x, B y⟫_ℂ).re + (⟪y, D y⟫_ℂ).re - energy A B D x y * ‖y‖ ^ 2) ^ 2 = 0 :=
    le_antisymm (by linarith) (sq_nonneg _)
  have h1 := pow_eq_zero_iff (two_ne_zero) |>.mp h0
  linarith

/-- If the second block lies at least `U` above the energy `a` of some normalised state `φ` of
the first block, the ground-state amplitudes obey `U ‖y‖ ≤ ‖B‖ ‖x‖`. -/
theorem amplitude_le (h : IsGroundState A B D x y) (hφ : ‖φ‖ = 1)
    (ha : (⟪φ, A φ⟫_ℂ).re = a) (hD : ∀ v, (a + U) * ‖v‖ ^ 2 ≤ (⟪v, D v⟫_ℂ).re) :
    U * ‖y‖ ≤ ‖B‖ * ‖x‖ := by
  -- variational bound from the trial state (φ, 0)
  have hE : energy A B D x y ≤ a := by
    have hm := h.minimal φ 0
    have h0 : energy A B D φ 0 = a := by simp [energy, ha]
    rw [h0, hφ, norm_zero] at hm
    linarith
  have hs := stationarity h
  have hB : -(⟪x, B y⟫_ℂ).re ≤ ‖x‖ * (‖B‖ * ‖y‖) :=
    calc -(⟪x, B y⟫_ℂ).re ≤ |(⟪x, B y⟫_ℂ).re| := neg_le_abs _
      _ ≤ ‖⟪x, B y⟫_ℂ‖ := Complex.abs_re_le_norm _
      _ ≤ ‖x‖ * ‖B y‖ := norm_inner_le_norm _ _
      _ ≤ ‖x‖ * (‖B‖ * ‖y‖) := mul_le_mul_of_nonneg_left (B.le_opNorm y) (norm_nonneg x)
  have hEy := mul_le_mul_of_nonneg_right hE (sq_nonneg ‖y‖)
  have hDy := hD y
  rcases (norm_nonneg y).eq_or_lt with hy | hy
  · rw [← hy, mul_zero]
    positivity
  · refine le_of_mul_le_mul_right ?_ hy
    linarith

/-- Strong-coupling bound: if the second block lies at least `U > 0` above the energy `a` of some
normalised state of the first block, the ground state has weight at most
`‖B‖² / (U² + ‖B‖²)` in the second block. -/
theorem fluctuation_weight_le (h : IsGroundState A B D x y) (hφ : ‖φ‖ = 1)
    (ha : (⟪φ, A φ⟫_ℂ).re = a) (hU : 0 < U)
    (hD : ∀ v, (a + U) * ‖v‖ ^ 2 ≤ (⟪v, D v⟫_ℂ).re) :
    ‖y‖ ^ 2 ≤ ‖B‖ ^ 2 / (U ^ 2 + ‖B‖ ^ 2) := by
  have h1 := pow_le_pow_left₀ (by positivity) (amplitude_le h hφ ha hD) 2
  have h2 : ‖B‖ ^ 2 * (‖x‖ ^ 2 + ‖y‖ ^ 2) = ‖B‖ ^ 2 := by rw [h.normalized, mul_one]
  rw [le_div_iff₀ (by positivity)]
  linarith

/-- Under the same gap condition with `U > 0`, the weight of the ground state in the second
block is at most `‖B‖² / U²`. -/
theorem fluctuation_weight_le_ratio (h : IsGroundState A B D x y) (hφ : ‖φ‖ = 1)
    (ha : (⟪φ, A φ⟫_ℂ).re = a) (hU : 0 < U)
    (hD : ∀ v, (a + U) * ‖v‖ ^ 2 ≤ (⟪v, D v⟫_ℂ).re) :
    ‖y‖ ^ 2 ≤ ‖B‖ ^ 2 / U ^ 2 :=
  (fluctuation_weight_le h hφ ha hU hD).trans
    (div_le_div_of_nonneg_left (by positivity) (by positivity)
      (le_add_of_nonneg_right (sq_nonneg _)))

/-- For a bounded operator `O` and any vector `x`, the modulus of `⟨x, O x⟩` is at most `‖O‖ ‖x‖²`.
-/
theorem norm_expectation_le (O : V →L[ℂ] V) (x : V) : ‖⟪x, O x⟫_ℂ‖ ≤ ‖O‖ * ‖x‖ ^ 2 :=
  calc ‖⟪x, O x⟫_ℂ‖ ≤ ‖x‖ * ‖O x‖ := norm_inner_le_norm _ _
    _ ≤ ‖x‖ * (‖O‖ * ‖x‖) := mul_le_mul_of_nonneg_left (O.le_opNorm x) (norm_nonneg x)
    _ = ‖O‖ * ‖x‖ ^ 2 := by ring

/-- Under the gap condition with `U > 0`, take a block-diagonal observable with `O` and `Q` as its
two blocks. Replacing the ground state by its normalised first component changes the expectation
value by at most `(‖O‖ + ‖Q‖) ‖B‖² / (U² + ‖B‖²)`, and that component is nonzero. -/
theorem observable_error_le (h : IsGroundState A B D x y) (hφ : ‖φ‖ = 1)
    (ha : (⟪φ, A φ⟫_ℂ).re = a) (hU : 0 < U)
    (hD : ∀ v, (a + U) * ‖v‖ ^ 2 ≤ (⟪v, D v⟫_ℂ).re) (O : V →L[ℂ] V) (Q : W →L[ℂ] W) :
    x ≠ 0 ∧ ‖(⟪x, O x⟫_ℂ + ⟪y, Q y⟫_ℂ) - ⟪x, O x⟫_ℂ / ((‖x‖ ^ 2 : ℝ) : ℂ)‖
      ≤ (‖O‖ + ‖Q‖) * (‖B‖ ^ 2 / (U ^ 2 + ‖B‖ ^ 2)) := by
  have hn := h.normalized
  have hx : x ≠ 0 := by
    intro hx
    have h1 := amplitude_le h hφ ha hD
    rw [hx, norm_zero, mul_zero] at h1
    have h2 : ‖y‖ = 0 := le_antisymm (nonpos_of_mul_nonpos_right h1 hU) (norm_nonneg y)
    rw [hx, h2, norm_zero] at hn
    norm_num at hn
  refine ⟨hx, ?_⟩
  have hN : 0 < ‖x‖ ^ 2 := pow_pos (norm_pos_iff.mpr hx) 2
  have hy : ‖y‖ ^ 2 = 1 - ‖x‖ ^ 2 := by linarith
  -- both error terms carry the weight of the second block
  have key : (⟪x, O x⟫_ℂ + ⟪y, Q y⟫_ℂ) - ⟪x, O x⟫_ℂ / ((‖x‖ ^ 2 : ℝ) : ℂ)
      = ⟪y, Q y⟫_ℂ - ((‖y‖ ^ 2 / ‖x‖ ^ 2 : ℝ) : ℂ) * ⟪x, O x⟫_ℂ := by
    rw [hy, sub_div, div_self hN.ne']
    push_cast
    ring
  have hO : ‖y‖ ^ 2 / ‖x‖ ^ 2 * ‖⟪x, O x⟫_ℂ‖ ≤ ‖O‖ * ‖y‖ ^ 2 :=
    calc ‖y‖ ^ 2 / ‖x‖ ^ 2 * ‖⟪x, O x⟫_ℂ‖ ≤ ‖y‖ ^ 2 / ‖x‖ ^ 2 * (‖O‖ * ‖x‖ ^ 2) :=
          mul_le_mul_of_nonneg_left (norm_expectation_le O x) (by positivity)
      _ = ‖O‖ * (‖y‖ ^ 2 / ‖x‖ ^ 2 * ‖x‖ ^ 2) := by ring
      _ = ‖O‖ * ‖y‖ ^ 2 := by rw [div_mul_cancel₀ _ hN.ne']
  have hw := mul_le_mul_of_nonneg_left (fluctuation_weight_le h hφ ha hU hD)
    (add_nonneg (norm_nonneg O) (norm_nonneg Q))
  rw [key]
  refine (norm_sub_le _ _).trans ?_
  rw [norm_mul, Complex.norm_real, Real.norm_of_nonneg (by positivity)]
  linarith [norm_expectation_le Q y]

/-- First block of the model: the level `e` has energy `b² / U`, states orthogonal to it have
energy zero (for a unit vector `e` and `U ≠ 0`). -/
def modelA (e : V) (U b : ℝ) : V →ₗ[ℂ] V where
  toFun x := (((b ^ 2 / U : ℝ) : ℂ) * ⟪e, x⟫_ℂ) • e
  map_add' x y := by rw [inner_add_right, mul_add, add_smul]
  map_smul' c x := by
    rw [inner_smul_right, RingHom.id_apply, smul_smul, mul_left_comm]

/-- Coupling of the model: a single charge-fluctuation level hops to `e` with amplitude `b`. -/
def modelB (e : V) (b : ℝ) : ℂ →L[ℂ] V :=
  ContinuousLinearMap.toSpanSingleton ℂ ((b : ℂ) • e)

/-- Second block of the model: one level at energy `U`. -/
def modelD (U : ℝ) : ℂ →ₗ[ℂ] ℂ := (U : ℂ) • LinearMap.id

/-- For `U > 0` the energy of the model is a perfect square. -/
theorem model_energy (e x : V) (y : ℂ) {U : ℝ} (hU : 0 < U) (b : ℝ) :
    energy (modelA e U b) (modelB e b) (modelD U) x y
      = ‖(b : ℂ) * ⟪e, x⟫_ℂ + (U : ℂ) * y‖ ^ 2 / U := by
  have hA : modelA e U b x = (((b ^ 2 / U : ℝ) : ℂ) * ⟪e, x⟫_ℂ) • e := rfl
  have hB : modelB e b y = y • ((b : ℂ) • e) := by
    simp [modelB, ContinuousLinearMap.toSpanSingleton_apply]
  have hD : modelD U y = (U : ℂ) * y := rfl
  have hU' := hU.ne'
  rw [energy, hA, hB, hD, ← Complex.normSq_eq_norm_sq, Complex.normSq_apply]
  simp only [inner_smul_right, ← inner_conj_symm x e, RCLike.inner_apply, Complex.mul_re,
    Complex.mul_im, Complex.add_re, Complex.add_im, Complex.conj_re, Complex.conj_im,
    Complex.ofReal_re, Complex.ofReal_im]
  field_simp
  ring

/-- The weight bound is attained for all `U > 0` and `b ≥ 0`: in the three-level model the first
block has lowest energy zero, the second lies at `U`, the coupling has norm `b`, and the
displayed ground state has weight exactly `b² / (U² + b²)` in the second block. -/
theorem fluctuation_weight_sharp {U b : ℝ} (hU : 0 < U) (hb : 0 ≤ b) :
    let e₀ : EuclideanSpace ℂ (Fin 2) := EuclideanSpace.single 0 1
    let e₁ : EuclideanSpace ℂ (Fin 2) := EuclideanSpace.single 1 1
    let y : ℂ := ((-b / √(U ^ 2 + b ^ 2) : ℝ) : ℂ)
    modelA e₁ U b e₀ = 0 ∧ (∀ x, 0 ≤ (⟪x, modelA e₁ U b x⟫_ℂ).re) ∧ ‖modelB e₁ b‖ = b ∧
      (∀ v, (⟪v, modelD U v⟫_ℂ).re = U * ‖v‖ ^ 2) ∧
      IsGroundState (modelA e₁ U b) (modelB e₁ b) (modelD U)
        (((U / √(U ^ 2 + b ^ 2) : ℝ) : ℂ) • e₁) y ∧
      ‖y‖ ^ 2 = b ^ 2 / (U ^ 2 + b ^ 2) := by
  intro e₀ e₁ y
  have hpos : 0 < U ^ 2 + b ^ 2 := by positivity
  have he : ‖e₁‖ = 1 := by simp [e₁]
  have hee : ⟪e₁, e₁⟫_ℂ = 1 := by simp [inner_self_eq_norm_sq_to_K, he]
  have he0 : ⟪e₁, e₀⟫_ℂ = 0 := by simp [e₀, e₁, EuclideanSpace.inner_single_left]
  have hy : ‖y‖ ^ 2 = b ^ 2 / (U ^ 2 + b ^ 2) := by
    rw [Complex.norm_real, Real.norm_eq_abs, sq_abs, div_pow, Real.sq_sqrt hpos.le, neg_sq]
  refine ⟨?_, ?_, ?_, ?_, ⟨?_, ?_⟩, hy⟩
  · change (((b ^ 2 / U : ℝ) : ℂ) * ⟪e₁, e₀⟫_ℂ) • e₁ = 0
    rw [he0, mul_zero, zero_smul]
  · intro x
    have h : (⟪x, modelA e₁ U b x⟫_ℂ).re
        = energy (modelA e₁ U b) (modelB e₁ b) (modelD U) x 0 := by simp [energy]
    rw [h, model_energy e₁ x 0 hU b]
    positivity
  · rw [modelB, ContinuousLinearMap.norm_toSpanSingleton, norm_smul, he, mul_one,
      Complex.norm_real, Real.norm_of_nonneg hb]
  · intro v
    have hD : modelD U v = (U : ℂ) * v := rfl
    rw [hD, ← Complex.normSq_eq_norm_sq, Complex.normSq_apply]
    simp only [RCLike.inner_apply, Complex.mul_re, Complex.mul_im, Complex.conj_re,
      Complex.conj_im, Complex.ofReal_re, Complex.ofReal_im]
    ring
  · rw [hy, norm_smul, he, mul_one, Complex.norm_real, Real.norm_eq_abs, sq_abs, div_pow,
      Real.sq_sqrt hpos.le, ← add_div, div_self hpos.ne']
  · intro u v
    -- the displayed state makes the perfect square vanish
    have hz : (b : ℂ) * ⟪e₁, ((U / √(U ^ 2 + b ^ 2) : ℝ) : ℂ) • e₁⟫_ℂ + (U : ℂ) * y = 0 := by
      rw [inner_smul_right, hee]
      simp only [y]
      push_cast
      ring
    rw [model_energy e₁ _ y hU b, model_energy e₁ u v hU b, hz, norm_zero]
    have h0 : 0 ≤ ‖(b : ℂ) * ⟪e₁, u⟫_ℂ + (U : ℂ) * v‖ ^ 2 / U := by positivity
    simpa using h0

end

end StrongCouplingChargeFluctuations
```

```lean
#print axioms StrongCouplingChargeFluctuations.fluctuation_weight_le_ratio
#print axioms StrongCouplingChargeFluctuations.observable_error_le
#print axioms StrongCouplingChargeFluctuations.fluctuation_weight_sharp
```

```
'StrongCouplingChargeFluctuations.fluctuation_weight_le_ratio' depends on axioms: [propext, Classical.choice, Quot.sound]
'StrongCouplingChargeFluctuations.observable_error_le' depends on axioms: [propext, Classical.choice, Quot.sound]
'StrongCouplingChargeFluctuations.fluctuation_weight_sharp' depends on axioms: [propext, Classical.choice, Quot.sound]
```

## States, energies and the gap

The spaces `V` and `W` hold the retained configurations and the charge fluctuations. A state is a pair ψ = (x, y), and `energy` is the real part of ⟨ψ, Hψ⟩, not divided by ‖ψ‖², for the Hamiltonian H = [[A, B], [B†, D]]:

E(x, y) = Re⟨x, Ax⟩ + 2 Re⟨x, By⟩ + Re⟨y, Dy⟩.

Inner products are linear in the second slot. A and D need not be Hermitian, since only their Hermitian parts enter the energy.

`IsGroundState` says that (x, y) is normalised and minimises the Rayleigh quotient. Such a state is assumed to exist, as it always does in nonzero finite dimension. In infinite dimension B must be bounded, and A and D must be defined on the whole space.

The number a is the energy of some normalised φ in `V`; the lowest eigenvector of A is the usual choice. Hypothesis `hD` is the gap condition D ≥ a + U, which stands for the energy cost of moving charge.

Under these hypotheses, `fluctuation_weight_le` bounds ‖y‖² as stated above, and `fluctuation_weight_le_ratio` gives the weaker bound ‖B‖²/U². For a block-diagonal observable with blocks O and Q, `observable_error_le` bounds the error of replacing the ground state by x/‖x‖.

## From stationarity to the weight

Write E for the ground-state energy. The trial state (φ, 0) gives E ≤ a. Next take (x, (1+s)y) with s real, and set β = Re⟨x, By⟩ and δ = Re⟨y, Dy⟩. By normalisation, minimality becomes

0 ≤ (δ − E‖y‖²)s² + 2(β + δ − E‖y‖²)s for all s.

A nonnegative parabola through the origin has no linear term, so

β + δ = E‖y‖².

This is `stationarity`; there `discrim_le_zero` makes the square of the linear coefficient vanish. In `amplitude_le`, the gap condition and Cauchy–Schwarz then give

(a + U)‖y‖² ≤ δ = E‖y‖² − β ≤ a‖y‖² + ‖B‖‖x‖‖y‖.

Hence U‖y‖ ≤ ‖B‖‖x‖: divide by ‖y‖ if it is positive; otherwise the claim is immediate. Squaring and using ‖x‖² = 1 − ‖y‖² gives

(U² + ‖B‖²)‖y‖² ≤ ‖B‖²,

which is the weight bound.

The amplitude inequality also shows x ≠ 0, since x = 0 would force y = 0. As 1 − 1/‖x‖² = −‖y‖²/‖x‖², the observable error is

⟨y, Qy⟩ − (‖y‖²/‖x‖²)⟨x, Ox⟩.

By `norm_expectation_le`, its modulus is at most (‖O‖ + ‖Q‖)‖y‖², and the weight bound finishes the estimate.

## A three-level model that attains the bound

In `fluctuation_weight_sharp` the first block has levels e₀ at energy 0 and e₁ at b²/U. The second has one level at U, coupled to e₁ with amplitude b ≥ 0. Expanding the square confirms `model_energy`:

E(x, y) = |b⟨e₁, x⟩ + Uy|²/U.

No energy is negative, and the normalised state

x = U e₁/√(U² + b²), y = −b/√(U² + b²)

has energy zero. Its second-block weight is exactly b²/(U² + b²). The state (e₀, 0) also has energy zero, so the ground level is degenerate. For b > 0, raising the energy of e₀ slightly makes the displayed state the only ground state up to a phase, with a weight still arbitrarily close to the bound.

A positive gap matters: D ≥ a alone does not make the weight small at weak coupling. With one level per block, A = D = 0 and B = b > 0, the ground state (1, −1)/√2 has weight 1/2 however small b is.

## The Hubbard dimer at U = 8t

For two electrons on two sites with total S_z = 0, let `V` contain the singly occupied configurations and `W` the doubly occupied ones. With hopping t > 0, A = 0, D = U and ‖B‖ = 2t. At U = 8t the bound is 4/68 ≈ 0.059; diagonalisation gives a weight of about 0.053.

Keeping only the singlet with one electron per site gives ⟨S₁·S₂⟩ = −3/4. Here ‖O‖ = 3/4 and Q = 0, so for this dimer the error of the spin-only description is at most 0.045; the actual error is about 0.040.
